# The static-path approximation overestimates the free energy of a two-level system with $H=-\Gamma\sigma_x-\tfrac J2\sigma_z^2$, for $J>0$ and $\Gamma\neq0$

A static-path calculation replaces an auxiliary field that fluctuates in imaginary time by a constant one and averages over the value of that constant. Its free energy can serve as a bound on the exact one only if the sign of the error is known. Even a single two-level system has such an error. Since $\sigma_z^2=1$, the interaction in the Hamiltonian above is only a constant, yet the static approximation, with the auxiliary field coupled to $\sigma_z$, gives the wrong free energy whenever the inverse temperature $\beta$ and the coupling $J$ are positive and the transverse field $\Gamma$ is nonzero. The error then has a definite sign: the static partition function is too small, by at least $\beta^3\Gamma^2J/3$, and the static free energy is too high.

## The spin and its two partition functions

```lean
import Mathlib

open Matrix MeasureTheory ProbabilityTheory

namespace StaticPathApproximation

noncomputable section
```

In the code that follows, a `def` gives a name, its arguments, a type after the colon and a value after `:=`. A `theorem` or `lemma` has a statement in place of the type and a proof in place of the value.

```lean
/-- The standard normal law of the static auxiliary field. -/
local notation "gauss" => gaussianReal 0 1

/-- The Pauli matrix σx. -/
def σx : Matrix (Fin 2) (Fin 2) ℝ := !![0, 1; 1, 0]
```

`gauss` is the normal law with mean 0 and variance 1. The type `Matrix (Fin 2) (Fin 2) ℝ` means a real $2\times2$ matrix, written row by row, so this is the usual $\sigma_x$.

```lean
/-- The Pauli matrix σz. -/
def σz : Matrix (Fin 2) (Fin 2) ℝ := !![1, 0; 0, -1]
```

This is $\sigma_z=\mathrm{diag}(1,-1)$. Real matrices suffice because $\sigma_y$ never appears.

```lean
/-- The Hamiltonian H = -Γ σx - (J/2) σz². -/
def hamiltonian (Γ J : ℝ) : Matrix (Fin 2) (Fin 2) ℝ := -(Γ • σx) - (J / 2) • σz ^ 2
```

This is $H=-\Gamma\sigma_x-\frac J2\sigma_z^2$. The symbol `•` multiplies a matrix by a number.

```lean
/-- The exact partition function Tr exp(-βH). -/
def exactZ (β Γ J : ℝ) : ℝ := trace (NormedSpace.exp (-(β • hamiltonian Γ J)))
```

The exact partition function is $Z=\mathrm{Tr}\,e^{-\beta H}$, with the true matrix exponential.

```lean
/-- The static-path partition function, for βJ ≥ 0: the average of
Tr exp(βΓ σx + √(βJ) x σz) over a standard normal field x constant in imaginary time. -/
def staticZ (β Γ J : ℝ) : ℝ :=
  ∫ x, trace (NormedSpace.exp ((β * Γ) • σx + (√(β * J) * x) • σz)) ∂gauss
```

The static partition function is
$$Z_{\rm s}=\mathbb E\,\mathrm{Tr}\exp\!\big(\beta\Gamma\sigma_x+\sqrt{\beta J}\,x\,\sigma_z\big),$$
where $\mathbb E$ averages over a standard normal $x$. To see its origin, cut $\beta$ into $L$ slices and decouple the interaction on slice $l$ with its own normal field $x_l$, which enters as $\sqrt{\beta J/L}\,x_l\sigma_z$. Keeping only the uniform mode, $x_l=x/\sqrt L$, gives the same exponent on every slice, and in the limit $L\to\infty$ the product of the slices gives the formula above. The code takes this formula as a definition and does not construct the path integral.

```lean
/-- The free energy -log(Z)/β, for β ≠ 0 and Z > 0. -/
def freeEnergy (β Z : ℝ) : ℝ := -Real.log Z / β
```

The free energy is $F=-\ln Z/\beta$, with temperature measured in energy units.

## The trace for a fixed field

```lean
/-- The trace of the exponential of a diagonal two-level matrix is the sum of the
exponentials of its entries. -/
lemma trace_exp_diagonal (p q : ℝ) :
    trace (NormedSpace.exp !![p, 0; 0, q]) = Real.exp p + Real.exp q := by
  have hD : !![p, 0; 0, q] = diagonal ![p, q] := by
    ext i j; fin_cases i <;> fin_cases j <;> simp
  rw [hD, Matrix.exp_diagonal, Matrix.trace_fin_two, Matrix.diagonal_apply_eq,
    Matrix.diagonal_apply_eq, Pi.coe_exp, Pi.coe_exp]
  simp [Real.exp_eq_exp_ℝ]
```

For a diagonal matrix, $\mathrm{Tr}\exp\,\mathrm{diag}(p,q)=e^p+e^q$.

```lean
/-- The trace formula for a two-level exponent with real coefficients a, b and c: Tr exp(c + a σx +
b σz) = 2 exp(c) cosh √(a² + b²). -/
theorem trace_exp_pauli (a b c : ℝ) :
    trace (NormedSpace.exp (c • (1 : Matrix (Fin 2) (Fin 2) ℝ) + a • σx + b • σz))
      = 2 * Real.exp c * Real.cosh √(a ^ 2 + b ^ 2) := by
  have hform : c • (1 : Matrix (Fin 2) (Fin 2) ℝ) + a • σx + b • σz
      = !![c + b, a; a, c - b] := by
    ext i j; fin_cases i <;> fin_cases j <;> simp [σx, σz, sub_eq_add_neg]
  have hsum (r : ℝ) : Real.exp (c + r) + Real.exp (c - r)
      = 2 * Real.exp c * Real.cosh r := by
    rw [sub_eq_add_neg, Real.exp_add, Real.exp_add, Real.cosh_eq]; ring
  rw [hform]
  by_cases ha : a = 0
  · subst ha
    have h0 : (0 : ℝ) ^ 2 + b ^ 2 = b ^ 2 := by ring
    rw [trace_exp_diagonal, h0, Real.sqrt_sq_eq_abs, Real.cosh_abs, hsum]
  · have hr : √(a ^ 2 + b ^ 2) ^ 2 = a ^ 2 + b ^ 2 := Real.sq_sqrt (by positivity)
    generalize √(a ^ 2 + b ^ 2) = r at hr ⊢
    have hr0 : r ≠ 0 := by
      rintro rfl
      have : 0 < a ^ 2 := by positivity
      nlinarith [sq_nonneg b]
    -- the columns of U are the eigenvectors for c + r and c - r
    have hdet : IsUnit (!![a, a; r - b, -r - b]).det := by
      rw [Matrix.det_fin_two_of, isUnit_iff_ne_zero]
      have : a * (-r - b) - a * (r - b) = -2 * (a * r) := by ring
      rw [this]
      exact mul_ne_zero (by norm_num) (mul_ne_zero ha hr0)
    have hMU : !![c + b, a; a, c - b] * !![a, a; r - b, -r - b]
        = !![a, a; r - b, -r - b] * !![c + r, 0; 0, c - r] := by
      rw [Matrix.mul_fin_two, Matrix.mul_fin_two]
      ext i j
      fin_cases i <;> fin_cases j
      · change (c + b) * a + a * (r - b) = a * (c + r) + a * 0
        ring
      · change (c + b) * a + a * (-r - b) = a * 0 + a * (c - r)
        ring
      · change a * a + (c - b) * (r - b) = (r - b) * (c + r) + (-r - b) * 0
        linear_combination -hr
      · change a * a + (c - b) * (-r - b) = (r - b) * 0 + (-r - b) * (c - r)
        linear_combination -hr
    have hM : !![c + b, a; a, c - b] = !![a, a; r - b, -r - b]
        * !![c + r, 0; 0, c - r] * (!![a, a; r - b, -r - b])⁻¹ := by
      rw [← hMU, Matrix.mul_assoc, Matrix.mul_nonsing_inv _ hdet, Matrix.mul_one]
    rw [hM, Matrix.exp_conj _ _ ((Matrix.isUnit_iff_isUnit_det _).2 hdet),
      Matrix.trace_mul_comm, ← Matrix.mul_assoc, Matrix.nonsing_inv_mul _ hdet,
      Matrix.one_mul, trace_exp_diagonal, hsum]
```

The theorem says that, with $r=\sqrt{a^2+b^2}$,
$$\mathrm{Tr}\,e^{c+a\sigma_x+b\sigma_z}=2e^c\cosh r .$$
By hand, the matrix has rows $(c+b,\,a)$ and $(a,\,c-b)$. Its eigenvalues are $c\pm r$, with eigenvectors $(a,\,r-b)$ and $(a,\,-r-b)$. The trace is therefore $e^{c+r}+e^{c-r}=2e^c\cosh r$.

Lean follows the same route. The eigenvectors are the columns of a matrix $U$, `hMU` checks the eigenvalue equations, and `hdet` shows that $\det U=-2ar$ is nonzero. `Matrix.exp_conj` then moves the exponential onto the diagonal matrix, and cyclicity of the trace removes $U$. For $a=0$ these eigenvectors no longer form a basis, but the matrix is already diagonal, so `by_cases` treats that case separately.

```lean
/-- The exact partition function is 2 exp(βJ/2) cosh(βΓ). -/
theorem exactZ_eq (β Γ J : ℝ) :
    exactZ β Γ J = 2 * Real.exp (β * J / 2) * Real.cosh (β * Γ) := by
  have hz : σz ^ 2 = 1 := by
    rw [sq]; ext i j; fin_cases i <;> fin_cases j <;> simp [σz]
  have h : -(β • hamiltonian Γ J) = (β * J / 2) • (1 : Matrix (Fin 2) (Fin 2) ℝ)
      + (β * Γ) • σx + (0 : ℝ) • σz := by
    rw [hamiltonian, hz]; module
  have h0 : (β * Γ) ^ 2 + (0 : ℝ) ^ 2 = (β * Γ) ^ 2 := by ring
  rw [exactZ, h, trace_exp_pauli, h0, Real.sqrt_sq_eq_abs, Real.cosh_abs]
```

Because $\sigma_z^2=1$, we have $-\beta H=\beta J/2+\beta\Gamma\sigma_x$. The previous theorem with $a=\beta\Gamma$, $b=0$, $c=\beta J/2$ gives
$$Z=2e^{\beta J/2}\cosh(\beta\Gamma).$$

## Perpendicular fields: one exponential against two

```lean
/-- Adding two perpendicular fields in one exponential gives at most the product of their separate
weights: cosh √(a² + b²) + a²b²/6 ≤ cosh a cosh b. -/
theorem cosh_sqrt_add_le (a b : ℝ) :
    Real.cosh √(a ^ 2 + b ^ 2) + a ^ 2 * b ^ 2 / 6 ≤ Real.cosh a * Real.cosh b := by
  have hprod : Real.cosh a * Real.cosh b
      = (Real.cosh (a + b) + Real.cosh (a - b)) / 2 := by
    rw [Real.cosh_add, Real.cosh_sub]; ring
  rw [hprod]
  -- compare the power series; the term a²b²/6 is the surplus at fourth order
  refine hasSum_le ?_ ((Real.hasSum_cosh _).add (hasSum_ite_eq 2 (a ^ 2 * b ^ 2 / 6)))
    (((Real.hasSum_cosh (a + b)).add (Real.hasSum_cosh (a - b))).div_const 2)
  intro n
  have key : √(a ^ 2 + b ^ 2) ^ (2 * n) = (a ^ 2 + b ^ 2) ^ n := by
    rw [pow_mul, Real.sq_sqrt (by positivity)]
  simp only [key]
  by_cases hn : n = 2
  · subst hn
    have h24 : ((2 * 2).factorial : ℝ) = 24 := by norm_num [Nat.factorial]
    rw [if_pos rfl, h24]
    apply le_of_eq
    ring
  · have h := (convexOn_pow n).2 (Set.mem_Ici.2 (sq_nonneg (a + b)))
      (Set.mem_Ici.2 (sq_nonneg (a - b))) (by norm_num : (0 : ℝ) ≤ 1 / 2)
      (by norm_num : (0 : ℝ) ≤ 1 / 2) (by norm_num)
    simp only [smul_eq_mul] at h
    have e : 1 / 2 * (a + b) ^ 2 + 1 / 2 * (a - b) ^ 2 = a ^ 2 + b ^ 2 := by ring
    rw [e, ← pow_mul, ← pow_mul] at h
    have h' : (a ^ 2 + b ^ 2) ^ n ≤ ((a + b) ^ (2 * n) + (a - b) ^ (2 * n)) / 2 := by
      linarith
    rw [if_neg hn, add_zero, ← add_div, div_right_comm]
    gcongr
```

The inequality reads
$$\cosh\sqrt{a^2+b^2}+\frac{a^2b^2}{6}\le\cosh a\cosh b .$$
To derive it, write the right side as $\frac12[\cosh(a+b)+\cosh(a-b)]$ and expand both sides in powers. At order $2n$, apart from the common factor $1/(2n)!$, the comparison is between
$$(a^2+b^2)^n\quad\text{and}\quad\tfrac12\big[(a+b)^{2n}+(a-b)^{2n}\big].$$
Set $u=(a+b)^2$ and $v=(a-b)^2$. Then $a^2+b^2=(u+v)/2$, and convexity of $y\mapsto y^n$ for $y\ge0$ gives $\big(\frac{u+v}2\big)^n\le\frac{u^n+v^n}2$. For $n=2$ the difference is exactly $\big(\frac{u-v}2\big)^2=4a^2b^2$. Divided by $4!=24$, this is the extra term $a^2b^2/6$.

In Lean, `hasSum_le` reduces the inequality between sums to one between terms. `hasSum_ite_eq` places the extra term at `n = 2`, where `ring` verifies equality, and `convexOn_pow` handles every other `n`.

## Averaging over the field

```lean
/-- The weight cosh(tx) is integrable over the normal field x, with average exp(t²/2). -/
theorem gaussian_cosh (t : ℝ) : Integrable (fun x => Real.cosh (t * x)) gauss ∧
    ∫ x, Real.cosh (t * x) ∂gauss = Real.exp (t ^ 2 / 2) := by
  have h (s : ℝ) : ∫ x, Real.exp (s * x) ∂gauss = Real.exp (s ^ 2 / 2) := by
    have := mgf_gaussianReal (p := gauss) (X := id) Measure.map_id s
    simpa [mgf] using this
  have hp := integrable_exp_mul_gaussianReal (μ := 0) (v := 1) t
  have hm := integrable_exp_mul_gaussianReal (μ := 0) (v := 1) (-t)
  simp_rw [Real.cosh_eq, ← neg_mul]
  refine ⟨(hp.add hm).div_const 2, ?_⟩
  rw [integral_div, integral_add hp hm, h, h, neg_sq]
  ring
```

The symbol `∧` joins two claims: $\cosh(tx)$ is integrable, and $\mathbb E\cosh(tx)=e^{t^2/2}$. By hand, completing the square in $sx-x^2/2$ gives $\mathbb E\,e^{sx}=e^{s^2/2}$, and averaging the results for $s=t$ and $s=-t$ gives the formula. Lean takes the exponential average from Mathlib's moment generating function of the Gaussian.

```lean
/-- The static-path weight cosh √(a² + (tx)²) is integrable over the normal field x. -/
lemma integrable_static (a t : ℝ) :
    Integrable (fun x => Real.cosh √(a ^ 2 + (t * x) ^ 2)) gauss := by
  refine ((gaussian_cosh t).1.const_mul (Real.cosh a)).mono'
    (Real.continuous_cosh.comp (by fun_prop)).aestronglyMeasurable
    (ae_of_all _ fun x => ?_)
  rw [Real.norm_of_nonneg (Real.cosh_pos _).le]
  have h0 : 0 ≤ a ^ 2 * (t * x) ^ 2 / 6 := by positivity
  linarith [cosh_sqrt_add_le a (t * x)]
```

The static weight is also integrable, since $0<\cosh\sqrt{a^2+(tx)^2}\le\cosh a\cosh(tx)$ and the upper bound is integrable. This needs a proof because Lean assigns the value 0 to the integral of a non-integrable function.

```lean
/-- The static-path partition function is the Gaussian average of
2 cosh √((βΓ)² + (√(βJ) x)²). -/
lemma staticZ_eq (β Γ J : ℝ) : staticZ β Γ J
    = 2 * ∫ x, Real.cosh √((β * Γ) ^ 2 + (√(β * J) * x) ^ 2) ∂gauss := by
  rw [staticZ, ← integral_const_mul]
  congr 1
  funext x
  have h := trace_exp_pauli (β * Γ) (√(β * J) * x) 0
  rwa [zero_smul, zero_add, Real.exp_zero, mul_one] at h
```

Applying the trace formula at each $x$, with $c=0$, gives
$$Z_{\rm s}=2\,\mathbb E\cosh\sqrt{(\beta\Gamma)^2+\beta J x^2}\qquad(\beta J\ge0).$$

## The sign of the error and a lower bound on its size

```lean
/-- For β, J ≥ 0 the static-path partition function falls short of the exact one by at
least β³Γ²J/3. -/
theorem static_gap {β J : ℝ} (Γ : ℝ) (hβ : 0 ≤ β) (hJ : 0 ≤ J) :
    staticZ β Γ J + β ^ 3 * Γ ^ 2 * J / 3 ≤ exactZ β Γ J := by
  have ht : √(β * J) ^ 2 = β * J := Real.sq_sqrt (mul_nonneg hβ hJ)
  -- second moment of the field
  have hL : MemLp (fun x : ℝ => x) 2 gauss := by
    exact_mod_cast memLp_id_gaussianReal (μ := 0) (v := 1) 2
  have hsq : ∫ x : ℝ, x ^ 2 ∂gauss = 1 := by
    have h := variance_of_integral_eq_zero (μ := gauss) (X := fun x : ℝ => x)
      (by fun_prop) integral_id_gaussianReal
    rw [variance_fun_id_gaussianReal] at h
    simpa using h.symm
  have h1 := integrable_static (β * Γ) √(β * J)
  have h2 := hL.integrable_sq.const_mul ((β * Γ) ^ 2 * √(β * J) ^ 2 / 6)
  -- average the pointwise inequality over the field
  have hm : ∫ x, (Real.cosh √((β * Γ) ^ 2 + (√(β * J) * x) ^ 2)
        + (β * Γ) ^ 2 * √(β * J) ^ 2 / 6 * x ^ 2) ∂gauss
      ≤ ∫ x, Real.cosh (β * Γ) * Real.cosh (√(β * J) * x) ∂gauss := by
    refine integral_mono (h1.add h2) ((gaussian_cosh _).1.const_mul _) fun x => ?_
    have h := cosh_sqrt_add_le (β * Γ) (√(β * J) * x)
    have e : (β * Γ) ^ 2 * (√(β * J) * x) ^ 2 / 6
        = (β * Γ) ^ 2 * √(β * J) ^ 2 / 6 * x ^ 2 := by ring
    rw [e] at h
    exact h
  rw [integral_add h1 h2, integral_const_mul, integral_const_mul, hsq,
    (gaussian_cosh _).2, ht] at hm
  rw [staticZ_eq, exactZ_eq]
  linarith
```

For $\beta,J\ge0$ and any real $\Gamma$,
$$Z_{\rm s}+\frac{\beta^3\Gamma^2J}{3}\le Z .$$
Put $a=\beta\Gamma$ and $b=\sqrt{\beta J}\,x$ in the cosh inequality and average over $x$:
$$\frac{Z_{\rm s}}2+\frac{(\beta\Gamma)^2\beta J}{6}\,\mathbb E\,x^2\le\cosh(\beta\Gamma)\,\mathbb E\cosh(\sqrt{\beta J}\,x)=\cosh(\beta\Gamma)\,e^{\beta J/2}=\frac Z2 .$$
Since $\mathbb E\,x^2=1$, doubling gives the claim.

In the proof, `hsq` is the second moment, obtained from the variance and the zero mean. `integral_mono` averages the pointwise inequality, and `linarith` does the final linear arithmetic.

```lean
/-- For β, J > 0 and a nonzero transverse field Γ, the static-path partition function is
strictly below the exact one. -/
theorem static_lt_exact {β Γ J : ℝ} (hβ : 0 < β) (hΓ : Γ ≠ 0) (hJ : 0 < J) :
    staticZ β Γ J < exactZ β Γ J := by
  have h : 0 < β ^ 3 * Γ ^ 2 * J / 3 := by positivity
  linarith [static_gap Γ hβ.le hJ.le]
```

The entries `hβ`, `hΓ` and `hJ` are named assumptions. When $\beta,J>0$ and $\Gamma\ne0$, the gap $\beta^3\Gamma^2J/3$ is positive, so $Z_{\rm s}<Z$. For $J=1$ and $\Gamma>0$ this says
$$\mathbb E\,\mathrm{Tr}\,e^{\beta\Gamma\sigma_x+\sqrt\beta\,x\sigma_z}<2e^{\beta/2}\cosh(\beta\Gamma).$$

```lean
/-- For β, J > 0 and Γ ≠ 0, neglecting the imaginary-time fluctuations of the field
strictly raises the free energy. -/
theorem freeEnergy_lt_static {β Γ J : ℝ} (hβ : 0 < β) (hΓ : Γ ≠ 0) (hJ : 0 < J) :
    freeEnergy β (exactZ β Γ J) < freeEnergy β (staticZ β Γ J) := by
  have hpos : 0 < staticZ β Γ J := by
    have h := integral_mono (integrable_const (1 : ℝ))
      (integrable_static (β * Γ) √(β * J)) (fun x => Real.one_le_cosh _)
    have h1 : ∫ _ : ℝ, (1 : ℝ) ∂gauss = 1 := by simp
    rw [h1] at h
    rw [staticZ_eq]
    linarith
  exact div_lt_div_of_pos_right
    (neg_lt_neg (Real.log_lt_log hpos (static_lt_exact hβ hΓ hJ))) hβ
```

The free energies are ordered the other way: $-\ln Z/\beta<-\ln Z_{\rm s}/\beta$. The logarithm is increasing on positive numbers, and the minus sign reverses the order. The required positivity, `hpos`, follows from $\cosh\ge1$, which gives $Z_{\rm s}\ge2$.

For a static-path code, this gives a test case with a known exact answer and a known sign of the static error, in a single two-level system with attractive coupling $J>0$. It does not settle the sign for many interacting sites or for repulsive coupling.

```lean
/-- Without a transverse field, and for β, J ≥ 0, the static-path partition function is
exact. -/
theorem static_eq_exact_of_no_field {β J : ℝ} (hβ : 0 ≤ β) (hJ : 0 ≤ J) :
    staticZ β 0 J = exactZ β 0 J := by
  have h (x : ℝ) : Real.cosh √((β * 0) ^ 2 + (√(β * J) * x) ^ 2)
      = Real.cosh (√(β * J) * x) := by
    have e : (β * 0) ^ 2 + (√(β * J) * x) ^ 2 = (√(β * J) * x) ^ 2 := by ring
    rw [e, Real.sqrt_sq_eq_abs, Real.cosh_abs]
  rw [staticZ_eq, exactZ_eq]
  simp_rw [h]
  rw [(gaussian_cosh _).2, Real.sq_sqrt (mul_nonneg hβ hJ), mul_zero, Real.cosh_zero,
    mul_one]

end

end StaticPathApproximation
```

At $\Gamma=0$, with $\beta,J\ge0$, the two partition functions agree:
$$Z_{\rm s}=2\,\mathbb E\cosh(\sqrt{\beta J}\,x)=2e^{\beta J/2}=Z .$$
The strict inequality therefore fails without a transverse field. Physically, only $\sigma_z$ then appears in the exponent, the slices commute, and the spin responds only to the uniform mode of the field. With $\Gamma\ne0$, $\sigma_x$ and $\sigma_z$ do not commute, and the time dependence of the field matters.

```lean
#print axioms StaticPathApproximation.freeEnergy_lt_static
-- 'StaticPathApproximation.freeEnergy_lt_static' depends on axioms: [propext, Classical.choice, Quot.sound]
#print axioms StaticPathApproximation.static_eq_exact_of_no_field
-- 'StaticPathApproximation.static_eq_exact_of_no_field' depends on axioms: [propext, Classical.choice, Quot.sound]
```
